# Every eigenvalue of a finite-dimensional Hermitian matrix is real

In physical terms, `eigenvalue_real` says that an observable represented by a Hermitian matrix on a finite-dimensional complex state space has only real eigenvalues. Mathematically, if `H` is a finite Hermitian complex matrix and Hv = μv for some nonzero vector v, then the imaginary part of μ is zero. The vector need not be normalised, so the expectation value of `H` in the state is v†Hv / v†v, which equals μ. The attempt evaluates (Hv)†v = v†(Hv) on both sides to get μ* v†v = μ v†v, where μ* is the complex conjugate of μ, then cancels the nonzero factor v†v to conclude that μ* = μ.

In Lean, a first try:

```lean
import Mathlib

open Matrix
open scoped ComplexOrder ComplexConjugate

namespace EigenvalueReal

noncomputable section

variable {n : Type*} [Fintype n]

/-- The vector `v` is nonzero and is an eigenvector of `A` with eigenvalue `μ`. -/
def IsEigenpair (A : Matrix n n ℂ) (μ : ℂ) (v : n → ℂ) : Prop :=
  v ≠ 0 ∧ A *ᵥ v = μ • v

/-- Every eigenvalue of a Hermitian matrix is real. -/
theorem eigenvalue_real {H : Matrix n n ℂ} (hH : H.IsHermitian) {μ : ℂ} {v : n → ℂ}
    (h : IsEigenpair H μ v) : μ.im = 0 := by
  obtain ⟨hv, he⟩ := h
  -- evaluate the expectation value of `H` from both sides
  have h1 : star (H *ᵥ v) ⬝ᵥ v = star v ⬝ᵥ (H *ᵥ v) := by
    rw [Matrix.star_mulVec, hH.eq, Matrix.dotProduct_mulVec]
  rw [he, star_smul, smul_dotProduct, dotProduct_smul, smul_eq_mul, smul_eq_mul] at h1
  have h2 : star v ⬝ᵥ v ≠ 0 := by
    rw [dotProduct_comm]
    exact fun h => hv (dotProduct_star_self_eq_zero.mp h)
  have h3 : star μ = μ := mul_right_cancel₀ h2 h1
  exact Complex.conj_eq_iff_im.mp h3

end

end EigenvalueReal
```

Lean reports:

```
Main.lean:26:55: error: Application type mismatch: The argument
  h
has type
  v ⬝ᵥ star v = 0
but is expected to have type
  star v ⬝ᵥ v = 0
in the application
  dotProduct_star_self_eq_zero.mp h
```

As a diff, the version that Lean accepts:

```diff
@@ -22,7 +22,5 @@
     rw [Matrix.star_mulVec, hH.eq, Matrix.dotProduct_mulVec]
   rw [he, star_smul, smul_dotProduct, dotProduct_smul, smul_eq_mul, smul_eq_mul] at h1
-  have h2 : star v ⬝ᵥ v ≠ 0 := by
-    rw [dotProduct_comm]
-    exact fun h => hv (dotProduct_star_self_eq_zero.mp h)
+  have h2 : star v ⬝ᵥ v ≠ 0 := fun h => hv (dotProduct_star_self_eq_zero.mp h)
   have h3 : star μ = μ := mul_right_cancel₀ h2 h1
   exact Complex.conj_eq_iff_im.mp h3
```

Diagnosis. The error arises in the proof of `h2`, the claim that v†v is nonzero. The lemma `dotProduct_star_self_eq_zero` says that `star v ⬝ᵥ v = 0` exactly when `v = 0`, so its forward direction, `.mp`, needs a hypothesis with the conjugated vector on the left. The goal `star v ⬝ᵥ v ≠ 0` already had that order, but `rw [dotProduct_comm]` swapped the factors. The hypothesis `h` introduced by `fun h` therefore had type `v ⬝ᵥ star v = 0`. The two products are equal by commutativity, but Lean does not apply that theorem by itself when checking the argument's type, so it reports a mismatch.

The repair removes the rewrite. `h` then has type `star v ⬝ᵥ v = 0`, as the lemma expects, and `hv` turns the resulting `v = 0` into a contradiction. Replacing the `by … exact` block with a direct term is mere tidying.
